# Closed walks of $2n$ steps on the square lattice number $\binom{2n}{n}^2$

Take a periodic $4\times4$ cluster with nearest-neighbour hopping $t$ and compute the fourth moment of its local density of states. The answer is $40\,t^4$. On the infinite square lattice it is $36\,t^4$. The surplus comes from four walks that run straight round the cluster and close only because of the boundary conditions. Nothing in the number 40 gives this away, so without a value for the infinite lattice a finite-size error can pass for a property of the lattice.

The infinite-lattice value is known for every order. There are $\binom{2n}{n}^2$ sequences of $2n$ nearest-neighbour steps that return to their starting point, and none of odd length. For one non-interacting particle with uniform hopping $t$ and zero on-site energy, the local moment of order $2n$ is therefore $t^{2n}\binom{2n}{n}^2$, and the odd moments vanish.

```lean
import Mathlib

open Finset

namespace SquareLatticeMoments

noncomputable section
```

## Walks, Hamiltonian and moments

A site is a pair of integers $r=(x,y)$, with the lattice spacing as unit of length. The allowed steps form the set
$$S=\{(1,0),\,(-1,0),\,(0,1),\,(0,-1)\}.$$

```lean
/-- The four nearest-neighbour steps on the square lattice. -/
def unitSteps : Finset (ℤ × ℤ) := {(1, 0), (-1, 0), (0, 1), (0, -1)}
```

A walk of $N$ steps is a sequence $w_0,\dots,w_{N-1}$ of elements of $S$, and its displacement is $\sum_i w_i$. Write $W_N(r)$ for the number of walks with displacement $r$. In Lean a sequence is a function on `Fin N`, the indices $0,\dots,N-1$. The finite set `walks N r` collects the sequences with displacement $r$, and $W_N(r)$ is its cardinality `(walks N r).card`. Walks may revisit sites and retrace their steps.

```lean
/-- The sequences of `N` nearest-neighbour steps whose total displacement is `r`. -/
def walks (N : ℕ) (r : ℤ × ℤ) : Finset (Fin N → ℤ × ℤ) :=
  (Fintype.piFinset fun _ => unitSteps).filter fun w => ∑ i, w i = r
```

The Hamiltonian $H$ acts on a complex amplitude $\psi$ by
$$(H\psi)(r)=t\sum_{e\in S}\psi(r-e),\qquad t\in\mathbb R.$$
Many texts write the hopping term with $-t$. That choice changes none of the moments below, because only even powers of $t$ survive. The function `hop t` is defined on all functions from $\mathbb Z^2$ to $\mathbb C$, normalisable or not. This causes no trouble here, since a state localised on one site spreads to only finitely many sites after finitely many applications of $H$.

```lean
/-- The tight-binding Hamiltonian with hopping amplitude `t`: the new amplitude at a site is
`t` times the sum of the amplitudes at its four neighbours. -/
def hop (t : ℝ) (ψ : ℤ × ℤ → ℂ) (r : ℤ × ℤ) : ℂ :=
  t * ∑ e ∈ unitSteps, ψ (r - e)
```

The starting state $\delta_0$ has amplitude 1 at the origin and 0 elsewhere, so it is normalised.

```lean
/-- The state localised at the origin. -/
def originState (r : ℤ × ℤ) : ℂ := if r = 0 then 1 else 0
```

The moment of order $m$ is
$$\mu_m=(H^m\delta_0)(0),$$
which is $\langle 0|H^m|0\rangle$ in Dirac notation. The notation `(hop t)^[m]` means $m$-fold application. The moment is thus defined as a matrix element and not as an integral of $E^m$ over a density of states.

```lean
/-- The local spectral moment of order `m`: the amplitude at the origin after `m` applications
of the Hamiltonian to the state localised there. -/
def localMoment (t : ℝ) (m : ℕ) : ℂ := (hop t)^[m] originState 0
```

The counting formula needs binomial coefficients that behave at the edges of Pascal's triangle. Let $C(N,k)$ be $\binom Nk$ for integer $k\ge0$, which already vanishes for $k>N$, and let $C(N,k)=0$ for $k<0$.

```lean
/-- The binomial coefficient with integer lower index, zero when that index is negative. -/
def intChoose (N : ℕ) (k : ℤ) : ℕ := if 0 ≤ k then N.choose k.toNat else 0
```

## A recursion from the first step

Membership in `walks N r` amounts to two conditions: every step lies in $S$, and the steps add up to $r$. Later arguments use them in this form.

```lean
/-- A sequence belongs to `walks N r` exactly when all its steps are nearest-neighbour steps
and they add up to `r`. -/
theorem mem_walks {N : ℕ} {r : ℤ × ℤ} {w : Fin N → ℤ × ℤ} :
    w ∈ walks N r ↔ (∀ i, w i ∈ unitSteps) ∧ ∑ i, w i = r := by
  simp only [walks, Finset.mem_filter, Fintype.mem_piFinset]
```

Sort the walks of $N+1$ steps with displacement $r$ by their first step $e=w_0$. The remaining $N$ steps have displacement $r-e$. Conversely, putting $e$ in front of any $N$-step walk with displacement $r-e$ gives back a walk of the original kind. Hence
$$W_{N+1}(r)=\sum_{e\in S}W_N(r-e).$$
In the proof, `Finset.card_eq_sum_card_fiberwise` does the sorting. `Finset.card_bij'` then matches each class with the shorter walks: `Fin.tail` removes the first step, `Fin.cons` restores it, and the four bullets show that both maps land where they should and undo each other.

```lean
/-- Splitting off the first step: the walks of `N + 1` steps to `r` are counted by the walks of
`N` steps to the four neighbours of `r`. -/
theorem card_walks_succ (N : ℕ) (r : ℤ × ℤ) :
    (walks (N + 1) r).card = ∑ e ∈ unitSteps, (walks N (r - e)).card := by
  rw [Finset.card_eq_sum_card_fiberwise (f := fun w => w 0) (t := unitSteps)]
  · refine Finset.sum_congr rfl fun e he => ?_
    -- removing the first step `e` is undone by putting it back
    refine Finset.card_bij' (fun w _ => Fin.tail w)
      (fun w _ => (Fin.cons e w : Fin (N + 1) → ℤ × ℤ)) ?_ ?_ ?_ ?_
    · intro w hw
      obtain ⟨h1, h2⟩ := Finset.mem_filter.mp hw
      obtain ⟨hs, hr⟩ := mem_walks.mp h1
      have h3 : w 0 = e := h2
      refine mem_walks.mpr ⟨fun i => hs i.succ, ?_⟩
      rw [Fin.sum_univ_succ] at hr
      change ∑ i : Fin N, w i.succ = r - e
      rw [← hr, ← h3]
      abel
    · intro w hw
      obtain ⟨hs, hr⟩ := mem_walks.mp hw
      refine Finset.mem_filter.mpr ⟨mem_walks.mpr ⟨fun i => ?_, ?_⟩, rfl⟩
      · induction i using Fin.cases with
        | zero => exact he
        | succ i => exact hs i
      · rw [Fin.sum_univ_succ]
        simp only [Fin.cons_zero, Fin.cons_succ]
        rw [hr]
        abel
    · intro w hw
      have h3 : w 0 = e := (Finset.mem_filter.mp hw).2
      change (Fin.cons e (Fin.tail w) : Fin (N + 1) → ℤ × ℤ) = w
      rw [← h3]
      exact Fin.cons_self_tail w
    · intro w hw
      rfl
  · intro w hw
    exact (mem_walks.mp (Finset.mem_coe.mp hw)).1 0
```

The recursion starts from the empty walk, whose displacement is zero:
$$W_0(r)=\begin{cases}1 & r=0,\\ 0 & r\neq0.\end{cases}$$

```lean
/-- With no steps, only the origin is reached, and in one way. -/
theorem card_walks_zero (r : ℤ × ℤ) : (walks 0 r).card = if r = 0 then 1 else 0 := by
  by_cases h : r = 0
  · subst h
    simp [walks]
  · simp [walks, h, Ne.symm h]
```

## Two independent sign sequences

Introduce the diagonal coordinates $u=x+y$ and $v=x-y$. The four steps change $(u,v)$ as follows:

- $(1,0)$ gives $(+1,+1)$;
- $(-1,0)$ gives $(-1,-1)$;
- $(0,1)$ gives $(+1,-1)$;
- $(0,-1)$ gives $(-1,+1)$.

Each pair of signs occurs exactly once, so a walk of $N$ steps is the same thing as two independent sequences of $N$ signs. If the first contains $a$ plus signs and the second $b$, then $u=2a-N$ and $v=2b-N$, which means
$$x=\frac{u+v}{2}=a+b-N,\qquad y=\frac{u-v}{2}=a-b.$$
The number of walks to this site should be $C(N,a)\,C(N,b)$.

The formal proof reaches the product by induction and needs Pascal's rule for every integer $k$:
$$C(N+1,k)=C(N,k-1)+C(N,k).$$
For $k<0$ all three terms vanish. For $k=0$ the rule reads $1=0+1$. For $k>0$ it is the ordinary rule. The proof treats these three cases in the same order.

```lean
/-- Pascal's rule for the binomial coefficient with integer lower index. -/
theorem intChoose_succ (N : ℕ) (k : ℤ) :
    intChoose (N + 1) k = intChoose N (k - 1) + intChoose N k := by
  rcases lt_trichotomy k 0 with h | rfl | h
  · have h1 : ¬ (0 : ℤ) ≤ k := by omega
    have h2 : ¬ (0 : ℤ) ≤ k - 1 := by omega
    simp only [intChoose, h1, h2, if_false, add_zero]
  · simp [intChoose]
  · obtain ⟨m, rfl⟩ : ∃ m : ℕ, k = m + 1 := ⟨(k - 1).toNat, by omega⟩
    have h1 : (0 : ℤ) ≤ (m : ℤ) + 1 := by omega
    have h2 : (0 : ℤ) ≤ (m : ℤ) + 1 - 1 := by omega
    have h3 : ((m : ℤ) + 1).toNat = m + 1 := by omega
    have h4 : ((m : ℤ) + 1 - 1).toNat = m := by omega
    simp only [intChoose, h1, h2, h3, h4, if_true, Nat.choose_succ_succ']
```

The claim, for all integers $a$ and $b$, is
$$W_N(a+b-N,\;a-b)=C(N,a)\,C(N,b).$$
For $N=0$ the displacement $(a+b,a-b)$ is zero exactly when $a=b=0$, and the right-hand side is 1 in that case and 0 otherwise.

For the induction step, subtract each of the four steps from $(a+b-N-1,\;a-b)$. The resulting sites have the same form for $N$ steps, with $(a,b)$ replaced by $(a-1,b-1)$, $(a,b)$, $(a-1,b)$ and $(a,b-1)$ respectively. The recursion therefore gives
$$\begin{aligned}
W_{N+1}(a+b-N-1,\;a-b)={}&C(N,a-1)C(N,b-1)+C(N,a)C(N,b)\\
&+C(N,a-1)C(N,b)+C(N,a)C(N,b-1)\\
={}&\bigl[C(N,a-1)+C(N,a)\bigr]\bigl[C(N,b-1)+C(N,b)\bigr]\\
={}&C(N+1,a)\,C(N+1,b).
\end{aligned}$$
In Lean, `e1` to `e4` are the four changes of site. The induction hypothesis `ih` is kept general in $a$ and $b$ because it is used at four different pairs. After Pascal's rule has been applied to both factors, `ring` confirms the factorisation.

```lean
/-- The number of `N`-step walks with displacement `(a + b - N, a - b)` is a product of two
binomial coefficients, for all integers `a` and `b`. -/
theorem card_walks (N : ℕ) (a b : ℤ) :
    (walks N (a + b - (N : ℤ), a - b)).card = intChoose N a * intChoose N b := by
  induction N generalizing a b with
  | zero =>
    have h0 : ∀ k : ℤ, intChoose 0 k = if k = 0 then 1 else 0 := by
      intro k
      rcases lt_trichotomy k 0 with h | rfl | h
      · simp [intChoose, not_le.mpr h, h.ne]
      · simp [intChoose]
      · obtain ⟨m, hm⟩ : ∃ m : ℕ, k.toNat = m + 1 := ⟨k.toNat - 1, by omega⟩
        simp only [intChoose, h.le, h.ne', hm, if_true, if_false, Nat.choose_zero_succ]
    have h : ((a + b - ((0 : ℕ) : ℤ), a - b) : ℤ × ℤ) = 0 ↔ a = 0 ∧ b = 0 := by
      rw [Prod.ext_iff]
      simp only [Prod.fst_zero, Prod.snd_zero]
      omega
    rw [card_walks_zero, h0, h0]
    simp only [h]
    by_cases ha : a = 0 <;> by_cases hb : b = 0 <;> simp [ha, hb]
  | succ N ih =>
    have hsum : ∀ f : ℤ × ℤ → ℕ, ∑ e ∈ unitSteps, f e =
        f (1, 0) + (f (-1, 0) + (f (0, 1) + f (0, -1))) := by
      intro f
      simp [unitSteps]
    -- each step changes both diagonal coordinates by one unit
    have e1 : ((a + b - ((N + 1 : ℕ) : ℤ), a - b) : ℤ × ℤ) - (1, 0)
        = ((a - 1) + (b - 1) - (N : ℤ), (a - 1) - (b - 1)) := by
      simp only [Prod.mk_sub_mk, Prod.mk.injEq]
      constructor <;> omega
    have e2 : ((a + b - ((N + 1 : ℕ) : ℤ), a - b) : ℤ × ℤ) - (-1, 0)
        = (a + b - (N : ℤ), a - b) := by
      simp only [Prod.mk_sub_mk, Prod.mk.injEq]
      constructor <;> omega
    have e3 : ((a + b - ((N + 1 : ℕ) : ℤ), a - b) : ℤ × ℤ) - (0, 1)
        = ((a - 1) + b - (N : ℤ), (a - 1) - b) := by
      simp only [Prod.mk_sub_mk, Prod.mk.injEq]
      constructor <;> omega
    have e4 : ((a + b - ((N + 1 : ℕ) : ℤ), a - b) : ℤ × ℤ) - (0, -1)
        = (a + (b - 1) - (N : ℤ), a - (b - 1)) := by
      simp only [Prod.mk_sub_mk, Prod.mk.injEq]
      constructor <;> omega
    rw [card_walks_succ, hsum, e1, e2, e3, e4, ih, ih, ih, ih,
      intChoose_succ N a, intChoose_succ N b]
    ring
```

## Walks that return

Set $N=2n$ and $a=b=n$. The displacement is $(n+n-2n,\;n-n)=(0,0)$, so
$$W_{2n}(0)=\binom{2n}{n}^2.$$
For $n=0$ this counts the single empty walk.

```lean
/-- The number of closed walks of `2n` nearest-neighbour steps on the square lattice is the
square of the central binomial coefficient. -/
theorem card_closed_walks (n : ℕ) : (walks (2 * n) 0).card = ((2 * n).choose n) ^ 2 := by
  have e : ((n : ℤ) + n - ((2 * n : ℕ) : ℤ), (n : ℤ) - n) = (0 : ℤ × ℤ) := by
    rw [Prod.ext_iff]
    simp only [Prod.fst_zero, Prod.snd_zero]
    omega
  have h := card_walks (2 * n) n n
  rw [e] at h
  rw [h, sq]
  simp [intChoose]
```

The case $n=2$ can be counted directly. A closed walk of four steps has either two steps right and two left, or one step in each direction, or two up and two down. The numbers of orderings are
$$\frac{4!}{2!\,2!}+4!+\frac{4!}{2!\,2!}=6+24+6=36=\binom42^2.$$
In diagonal coordinates the same 36 is $6\times6$: each of the two sign sequences has two plus signs among four. Adding the four walks that wind round the $4\times4$ cluster gives the 40 found there.

For odd lengths, colour the sites like a chessboard. Every step changes $x+y$ by $\pm1$ and so changes the colour. If $x+y+N$ is odd, then $W_N(x,y)=0$. By induction, suppose $x+y+(N+1)$ is odd. Each neighbour $r-e$ has coordinate sum $x+y\pm1$, and adding $N$ to that again gives an odd number, so every term of the recursion vanishes. At $N=0$ only the origin is reached, and its coordinate sum is even. Lean writes the condition as a remainder of 1 modulo 2, which covers negative odd integers as well. The tactic `omega` settles the parity for each of the four steps.

```lean
/-- No walk of `N` steps reaches a site `(x, y)` for which `x + y + N` is odd. -/
theorem card_walks_odd (N : ℕ) (r : ℤ × ℤ) (h : (r.1 + r.2 + (N : ℤ)) % 2 = 1) :
    (walks N r).card = 0 := by
  induction N generalizing r with
  | zero =>
    rw [card_walks_zero, if_neg]
    rintro rfl
    simp at h
  | succ N ih =>
    rw [card_walks_succ]
    refine Finset.sum_eq_zero fun e he => ih _ ?_
    simp only [unitSteps, Finset.mem_insert, Finset.mem_singleton] at he
    push_cast at h
    rcases he with rfl | rfl | rfl | rfl <;> simp only [Prod.fst_sub, Prod.snd_sub] <;> omega
```

## Powers of the Hamiltonian count walks

Each application of $H$ adds one step and one factor $t$:
$$(H^N\delta_0)(r)=t^N\,W_N(r).$$
At $N=0$ both sides equal $\delta_0(r)$. If the formula holds for $N$, then
$$(H^{N+1}\delta_0)(r)=t\sum_{e\in S}t^N\,W_N(r-e)=t^{N+1}\,W_{N+1}(r),$$
where the last equality is the first-step recursion. The Lean proof takes the same route: `Function.iterate_succ_apply'` exposes the outermost $H$, `ih` rewrites each amplitude, and the common factor $t^N$ is pulled out of the sum.

```lean
/-- After `N` applications of the Hamiltonian to the state localised at the origin, the
amplitude at `r` is `t ^ N` times the number of `N`-step walks from the origin to `r`. -/
theorem hop_iterate (t : ℝ) (N : ℕ) (r : ℤ × ℤ) :
    (hop t)^[N] originState r = (t : ℂ) ^ N * ((walks N r).card : ℂ) := by
  induction N generalizing r with
  | zero => simp [card_walks_zero, originState]
  | succ N ih =>
    rw [Function.iterate_succ_apply', hop, card_walks_succ]
    simp only [ih]
    rw [← Finset.mul_sum]
    push_cast
    ring
```

Evaluating at $r=0$ gives
$$\mu_{2n}=t^{2n}\binom{2n}{n}^2,\qquad \mu_{2n+1}=0.$$
The even case inserts the count of closed walks. The odd case uses the parity result, since $0+0+(2n+1)$ is odd. Both hold for every real $t$ and every natural number $n$.

```lean
/-- The local spectral moments of the square lattice: the moment of order `2n` is `t ^ (2n)`
times the squared central binomial coefficient, and every odd moment vanishes. -/
theorem localMoment_eq (t : ℝ) (n : ℕ) :
    localMoment t (2 * n) = (t : ℂ) ^ (2 * n) * ((2 * n).choose n : ℂ) ^ 2 ∧
      localMoment t (2 * n + 1) = 0 := by
  constructor
  · rw [localMoment, hop_iterate, card_closed_walks]
    push_cast
    ring
  · have h : (walks (2 * n + 1) 0).card = 0 := by
      apply card_walks_odd
      simp only [Prod.fst_zero, Prod.snd_zero]
      omega
    rw [localMoment, hop_iterate, h, Nat.cast_zero, mul_zero]

end

end SquareLatticeMoments
```

```lean
#print axioms SquareLatticeMoments.card_closed_walks
-- 'SquareLatticeMoments.card_closed_walks' depends on axioms: [propext, Classical.choice, Quot.sound]
#print axioms SquareLatticeMoments.localMoment_eq
-- 'SquareLatticeMoments.localMoment_eq' depends on axioms: [propext, Classical.choice, Quot.sound]
```

## The local Green's function

For this clean, non-interacting lattice, the moments are the coefficients of the local Green's function at large complex energy $z$:
$$G(z)=\sum_{m\ge0}\frac{\mu_m}{z^{m+1}}=\frac1z\sum_{n\ge0}\binom{2n}{n}^2\left(\frac tz\right)^{2n}=\frac{2}{\pi z}\,K\!\left(\frac{4t}{z}\right),\qquad |z|>4|t|,$$
where $K(k)$ is the complete elliptic integral of the first kind with modulus $k$. The Lean theorems supply the coefficients, while the expansion and its sum are standard analysis quoted here.

In simulation practice, the formula gives reference values for a code that computes moments of this one-particle model. On a periodic $L\times L$ cluster with $L\ge3$, the moments of order below $L$ should agree with it, because a walk needs at least $L$ steps to wind round the cluster. Disorder, interactions and longer-range hopping can change the moments and need a separate calculation.
